# Bounds on the Sommerfeld factor and the order-α Coulomb term in threshold matching

When the rate of S-wave pair production or annihilation near threshold is matched onto NRQED, the term $\pi\alpha/(2v)$ is removed from the order-$\alpha$ correction before the short-distance coefficient is read off. Here $\alpha$ is the coupling and $v>0$ the velocity of each of two equal masses in the centre-of-mass frame, in units $\hbar=c=1$. The subtraction is justified if the effective theory already produces this term through its wave function at the origin. For the pure Coulomb scattering state it does, and the remainder has a simple bound.

## The density at the origin and its linear term

Define the Sommerfeld factor for real $x\neq0$ by
$$S(x)=\frac{x}{1-e^{-x}}.$$
The claim is that
$$1+\frac x2<S(x)<1+\frac x2+\frac{x^2}{12}\qquad(x\neq 0).$$

Take $x>0$ first. Since $1-e^{-x}>0$, multiplying the lower bound by $2(1-e^{-x})e^x$ and collecting terms turns it into $L(x)>0$, where
$$L(x)=(x-2)e^x+x+2.$$
Its derivatives are
$$L'(x)=(x-1)e^x+1,\qquad L''(x)=xe^x.$$
Both $L$ and $L'$ vanish at zero, and $L''>0$ for $x>0$. Hence $L'>0$, and then $L>0$.

Multiplying the upper bound by $12(1-e^{-x})e^x$ turns it in the same way into $U(x)>0$, where
$$\begin{aligned}
U(x)&=(x^2-6x+12)e^x-(x^2+6x+12),\\
U'(x)&=(x^2-4x+6)e^x-2x-6,\\
U''(x)&=(x^2-2x+2)e^x-2,\\
U'''(x)&=x^2e^x.
\end{aligned}$$
The first three vanish at zero and the last is positive for $x>0$, so three integrations give $U>0$.

Negative arguments follow from
$$S(-x)=\frac{x}{e^x-1}=\frac{xe^{-x}}{1-e^{-x}}=S(x)-x.$$
Subtracting $x$ from the bounds at $x>0$ gives $1-x/2<S(-x)<1-x/2+x^2/12$, which are the claimed bounds at $-x$.

The physical input is the value at the origin of the Coulomb scattering wave function with unit incident amplitude. The relative velocity is $2v$, so the Coulomb parameter is $\eta=\alpha/(2v)$, positive for attraction, and up to a phase
$$\psi(0)=e^{\pi\eta/2}\,\Gamma(1-i\eta).$$
For $\eta\neq0$, the relation $\Gamma(\bar z)=\overline{\Gamma(z)}$, the recurrence $\Gamma(1+z)=z\Gamma(z)$ and Euler's reflection formula give
$$|\Gamma(1-i\eta)|^2=\Gamma(1-i\eta)\,i\eta\,\Gamma(i\eta)=\frac{i\eta\,\pi}{\sin(i\pi\eta)}=\frac{\pi\eta}{\sinh\pi\eta}.$$
Therefore
$$|\psi(0)|^2=\frac{\pi\eta\,e^{\pi\eta}}{\sinh\pi\eta}=\frac{2\pi\eta}{1-e^{-2\pi\eta}}=S(2\pi\eta),\qquad 2\pi\eta=\frac{\pi\alpha}{v}.$$

Write $P(\alpha)=|\psi(0)|^2$ at fixed $v$. The bounds at $x=\pi\alpha/v$, divided by $|\alpha|$, become
$$0<\left|\frac{P(\alpha)-1}{\alpha}-\frac{\pi}{2v}\right|<\frac{\pi^2|\alpha|}{12v^2},$$
so the order-$\alpha$ coefficient of $P$ is exactly $\pi/(2v)$.

Now let $R(\alpha)$ be a full rate divided by its lowest-order value, and suppose that its order-$\alpha$ coefficient is $\pi/(2v)+c$. Then
$$\frac{R/P-1}{\alpha}=\frac1P\left(\frac{R-1}{\alpha}-\frac{P-1}{\alpha}\right)\longrightarrow c,$$
because $P\to1$ as $\alpha\to0$. Dividing by the density removes the Coulomb term and leaves $c$.

For a numerical instance, take $v=\pi\alpha$ with $\alpha>0$, so that $x=1$. With $e^{-1}\approx0.3679$, the density is $1/0.6321\approx1.582$, between the bounds $1.5$ and $1.5833$. For repulsion of the same strength it is $1.582-1=0.582$, between $0.5$ and $0.5833$.

## The factor, the amplitude and the density as definitions

All variables are dimensionless real numbers; only the amplitude is complex.

```lean
import Mathlib

open Filter
open scoped Real Topology

namespace SommerfeldMatching

noncomputable section
```

The function `sommerfeld` is $S$. Lean evaluates it as $0/0=0$ at the origin instead of the limiting value $1$. The theorems about it assume a nonzero argument; the strict bounds would fail at zero even with the value $1$.

```lean
/-- The Sommerfeld factor `x / (1 - exp (-x))`. -/
def sommerfeld (x : ℝ) : ℝ := x / (1 - Real.exp (-x))
```

The amplitude enters as a definition. Its form is the known solution of the non-relativistic Coulomb problem, and the Schrödinger equation does not appear in the file.

```lean
/-- The amplitude at the origin of a Coulomb scattering state of unit incident amplitude,
with `η > 0` for attraction and `η < 0` for repulsion. -/
def coulombAtOrigin (η : ℝ) : ℂ :=
  (Real.exp (π * η / 2) : ℂ) * Complex.Gamma (1 - η * Complex.I)
```

The density fixes the velocity convention: `v` belongs to each particle, and the relative velocity is twice as large.

```lean
/-- The density at the origin, relative to the incident density, for two equal masses, each of
velocity `v` in the centre-of-mass frame, with coupling `α`. -/
def originDensity (α v : ℝ) : ℝ := ‖coulombAtOrigin (α / (2 * v))‖ ^ 2
```

## Positivity by repeated integration

The next lemma carries out one integration step for a function of the form $(a+bx+cx^2)\exp x+(d+ex+gx^2)$, where the letters are real coefficients. The hypothesis `h0` says that the function vanishes at zero, and `h` that its derivative is positive for positive arguments.

```lean
/-- A quadratic times the exponential plus a quadratic is positive for `x > 0` if it vanishes
at zero and its derivative is positive for positive arguments. -/
theorem pos_of_deriv_pos (a b c d e g : ℝ) (h0 : a + d = 0)
    (h : ∀ y : ℝ, 0 < y → 0 < (b + 2 * c * y) * Real.exp y
      + (a + b * y + c * (y * y)) * Real.exp y + (e + 2 * g * y))
    (x : ℝ) (hx : 0 < x) :
    0 < (a + b * x + c * (x * x)) * Real.exp x + (d + e * x + g * (x * x)) := by
  have hp : ∀ a b c y : ℝ,
      HasDerivAt (fun y : ℝ => a + b * y + c * (y * y)) (b + 2 * c * y) y := by
    intro a b c y
    have h1 := (((hasDerivAt_id' y).const_mul b).const_add a).fun_add
      (((hasDerivAt_id' y).fun_mul (hasDerivAt_id' y)).const_mul c)
    exact h1.congr_deriv (by ring)
  have hd := fun y : ℝ =>
    ((hp a b c y).fun_mul (Real.hasDerivAt_exp y)).fun_add (hp d e g y)
  have hm : StrictMonoOn (fun y : ℝ => (a + b * y + c * (y * y)) * Real.exp y
      + (d + e * y + g * (y * y))) (Set.Ici 0) := by
    refine strictMonoOn_of_deriv_pos (convex_Ici 0)
      (fun y _ => (hd y).continuousAt.continuousWithinAt) (fun y hy => ?_)
    rw [interior_Ici] at hy
    rw [(hd y).deriv]
    exact h y hy
  have h1 := hm (Set.mem_Ici.2 le_rfl) (Set.mem_Ici.2 hx.le) hx
  have h2 : (a + b * 0 + c * (0 * 0)) * Real.exp 0 + (d + e * 0 + g * (0 * 0)) = 0 := by
    rw [Real.exp_zero]
    linear_combination h0
  exact lt_of_eq_of_lt h2.symm h1
```

In the proof, `hp` differentiates a quadratic and `hd` the whole expression. Then `hm` gives strict growth on $[0,\infty)$, and comparison with the value at zero finishes the argument.

## Bounds for attraction and repulsion

The reflection identity comes first. Its proof checks that both denominators are nonzero and then uses $e^{-x}e^x=1$.

```lean
/-- For `x ≠ 0`, the Sommerfeld factor at `-x` is its value at `x` minus `x`. -/
theorem sommerfeld_neg {x : ℝ} (hx : x ≠ 0) : sommerfeld (-x) = sommerfeld x - x := by
  have hu : 1 - Real.exp (-x) ≠ 0 := fun h =>
    hx (neg_eq_zero.1 ((Real.exp_eq_one_iff _).1 (by linarith)))
  have hw : 1 - Real.exp x ≠ 0 := fun h => hx ((Real.exp_eq_one_iff _).1 (by linarith))
  have huw : Real.exp (-x) * Real.exp x = 1 := by
    rw [← Real.exp_add, neg_add_cancel, Real.exp_zero]
  have h1 : x / (1 - Real.exp (-x)) - x = x * Real.exp (-x) / (1 - Real.exp (-x)) := by
    rw [eq_div_iff hu, sub_mul, div_mul_cancel₀ _ hu]
    ring
  unfold sommerfeld
  rw [h1, neg_neg, div_eq_div_iff hw hu]
  linear_combination x * huw
```

The main inequality holds for every nonzero real `x`, with both bounds strict.

```lean
/-- For attraction and repulsion alike, the Sommerfeld factor exceeds `1 + x/2` by a positive
amount smaller than `x²/12`. -/
theorem sommerfeld_bounds {x : ℝ} (hx : x ≠ 0) :
    1 + x / 2 < sommerfeld x ∧ sommerfeld x < 1 + x / 2 + x ^ 2 / 12 := by
  have main : ∀ y : ℝ, 0 < y →
      1 + y / 2 < sommerfeld y ∧ sommerfeld y < 1 + y / 2 + y ^ 2 / 12 := by
    intro y hy
    -- lower bound: integrate `y exp y > 0` twice
    have l1 := pos_of_deriv_pos (-1) 1 0 1 0 0 (by norm_num)
      (fun z hz => by nlinarith [mul_pos hz (Real.exp_pos z)])
    have l2 := pos_of_deriv_pos (-2) 1 0 2 1 0 (by norm_num)
      (fun z hz => by nlinarith [l1 z hz]) y hy
    -- upper bound: integrate `y² exp y > 0` three times
    have u1 := pos_of_deriv_pos 2 (-2) 1 (-2) 0 0 (by norm_num)
      (fun z hz => by nlinarith [mul_pos (mul_pos hz hz) (Real.exp_pos z)])
    have u2 := pos_of_deriv_pos 6 (-4) 1 (-6) (-2) 0 (by norm_num)
      (fun z hz => by nlinarith [u1 z hz])
    have u3 := pos_of_deriv_pos 12 (-6) 1 (-12) (-6) (-1) (by norm_num)
      (fun z hz => by nlinarith [u2 z hz]) y hy
    have huw : Real.exp y * Real.exp (-y) = 1 := by
      rw [← Real.exp_add, add_neg_cancel, Real.exp_zero]
    have hD : 0 < 1 - Real.exp (-y) := by
      have : Real.exp (-y) < 1 := Real.exp_lt_one_iff.2 (by linarith)
      linarith
    have l3 : 0 < (y - 2) + (2 + y) * Real.exp (-y) := by
      refine lt_of_lt_of_eq (mul_pos l2 (Real.exp_pos (-y))) ?_
      linear_combination (y - 2) * huw
    have u4 : 0 < (12 - 6 * y + y ^ 2) - (12 + 6 * y + y ^ 2) * Real.exp (-y) := by
      refine lt_of_lt_of_eq (mul_pos u3 (Real.exp_pos (-y))) ?_
      linear_combination (12 - 6 * y + y ^ 2) * huw
    unfold sommerfeld
    rw [lt_div_iff₀ hD, div_lt_iff₀ hD]
    constructor <;> nlinarith
  rcases lt_or_gt_of_ne hx with h | h
  · have h1 := main (-x) (by linarith)
    rw [sommerfeld_neg hx] at h1
    constructor <;> nlinarith [h1.1, h1.2]
  · exact main x h
```

Inside `main`, `l1` and `l2` are the positivity of $L'$ and $L$, while `u1`, `u2` and `u3` are that of $U''$, $U'$ and $U$. The facts `l3` and `u4` are the last member of each chain multiplied by $e^{-y}$, the form needed once the denominator of $S$ has been cleared. The final case split treats negative `x` by applying `main` to `-x` and using the reflection identity.

## From the Gamma function to the Sommerfeld factor

This theorem identifies the squared norm of the amplitude with $S(2\pi\eta)$ for nonzero `η` of either sign.

```lean
/-- For `η ≠ 0`, the squared norm of the Coulomb amplitude at the origin is the Sommerfeld factor at
`2πη`. -/
theorem norm_sq_coulombAtOrigin {η : ℝ} (hη : η ≠ 0) :
    ‖coulombAtOrigin η‖ ^ 2 = sommerfeld (2 * (π * η)) := by
  have hp : π * η ≠ 0 := mul_ne_zero Real.pi_ne_zero hη
  have hs : Real.sinh (π * η) ≠ 0 := fun h => hp (Real.sinh_eq_zero.1 h)
  have hsc : Complex.sinh ((π : ℂ) * (η : ℂ)) ≠ 0 := by exact_mod_cast hs
  have hz : (η : ℂ) * Complex.I ≠ 0 :=
    mul_ne_zero (Complex.ofReal_ne_zero.2 hη) Complex.I_ne_zero
  -- Euler's reflection formula on the imaginary axis
  have hG : Complex.normSq (Complex.Gamma (1 - η * Complex.I))
      = π * η / Real.sinh (π * η) := by
    apply Complex.ofReal_injective
    have hc : (starRingEnd ℂ) (1 - η * Complex.I) = η * Complex.I + 1 := by
      rw [map_sub, map_one, map_mul, Complex.conj_ofReal, Complex.conj_I]
      ring
    have hsin : Complex.sin (π * (η * Complex.I))
        = Complex.sinh ((π : ℂ) * (η : ℂ)) * Complex.I := by
      rw [← Complex.sin_mul_I, mul_assoc]
    rw [← Complex.mul_conj, ← Complex.Gamma_conj, hc, Complex.Gamma_add_one _ hz,
      mul_left_comm, mul_comm (Complex.Gamma (1 - η * Complex.I)),
      Complex.Gamma_mul_Gamma_one_sub, hsin]
    push_cast
    have hI := Complex.I_ne_zero
    field_simp
  have hD : 1 - Real.exp (-(2 * (π * η))) ≠ 0 := fun h => by
    have h1 := (Real.exp_eq_one_iff (-(2 * (π * η)))).1 (by linarith)
    exact hp (by linarith)
  have e1 : Real.exp (π * η / 2) * Real.exp (π * η / 2) = Real.exp (π * η) := by
    rw [← Real.exp_add, add_halves]
  have e2 : Real.sinh (π * η)
      = Real.exp (π * η) * (1 - Real.exp (-(2 * (π * η)))) / 2 := by
    have h1 : Real.exp (π * η) * Real.exp (-(2 * (π * η))) = Real.exp (-(π * η)) := by
      rw [← Real.exp_add]
      congr 1
      ring
    rw [Real.sinh_eq]
    linear_combination h1 / 2
  have key : ∀ p E D : ℝ, E ≠ 0 → D ≠ 0 → E * (p / (E * D / 2)) = 2 * p / D := by
    intro p E D hE hD
    field_simp
  unfold coulombAtOrigin sommerfeld
  rw [Complex.sq_norm, map_mul, Complex.normSq_ofReal, hG, e1, e2]
  exact key _ _ _ (Real.exp_ne_zero _) hD
```

The step `hG` is the Gamma-function calculation above: `Complex.Gamma_conj` supplies the conjugation rule, `Complex.Gamma_add_one` the recurrence, and `Complex.Gamma_mul_Gamma_one_sub` the reflection formula. The steps `e1` and `e2` square the exponential prefactor and rewrite the hyperbolic sine, after which `key` cancels the common exponential.

Substituting $\eta=\alpha/(2v)$ turns the bounds on $S$ into bounds on the density, for any nonzero coupling and positive velocity.

```lean
/-- For `α ≠ 0` and `v > 0`, the density at the origin exceeds `1 + πα/(2v)` by a positive amount
smaller than `(πα/v)²/12`. -/
theorem originDensity_bounds {α v : ℝ} (hα : α ≠ 0) (hv : 0 < v) :
    1 + π * α / (2 * v) < originDensity α v ∧
      originDensity α v < 1 + π * α / (2 * v) + (π * α / v) ^ 2 / 12 := by
  have hx : π * α / v ≠ 0 := div_ne_zero (mul_ne_zero Real.pi_ne_zero hα) hv.ne'
  have h1 : 2 * (π * (α / (2 * v))) = π * α / v := by field_simp
  have h2 : π * α / (2 * v) = π * α / v / 2 := by field_simp
  unfold originDensity
  rw [norm_sq_coulombAtOrigin (div_ne_zero hα (by positivity)), h1, h2]
  exact sommerfeld_bounds hx
```

## The order-α coefficient and the matching step

The coefficient is stated as the limit of a difference quotient. The filter `𝓝[≠] 0` means that `α` approaches zero through nonzero values of either sign, so attraction and repulsion are both included.

```lean
/-- At fixed velocity, the order-`α` coefficient of the density at the origin is `π/(2v)`. -/
theorem originDensity_first_order {v : ℝ} (hv : 0 < v) :
    Tendsto (fun α => (originDensity α v - 1) / α) (𝓝[≠] 0) (𝓝 (π / (2 * v))) := by
  have hg : Tendsto (fun α : ℝ => |α| * ((π / v) ^ 2 / 12)) (𝓝[≠] 0) (𝓝 0) := by
    have hc : Continuous (fun α : ℝ => |α| * ((π / v) ^ 2 / 12)) :=
      continuous_abs.mul continuous_const
    have h0 := hc.tendsto 0
    simp only [abs_zero, zero_mul] at h0
    exact h0.mono_left nhdsWithin_le_nhds
  rw [tendsto_iff_norm_sub_tendsto_zero]
  refine squeeze_zero' (Eventually.of_forall fun _ => norm_nonneg _) ?_ hg
  filter_upwards [self_mem_nhdsWithin] with α hα
  have hα' : α ≠ 0 := hα
  obtain ⟨hl, hu⟩ := originDensity_bounds hα' hv
  have h1 : (originDensity α v - 1) / α - π / (2 * v)
      = (originDensity α v - 1 - π * α / (2 * v)) / α := by
    rw [sub_div _ (π * α / (2 * v)) α]
    congr 1
    field_simp
  have h2 : |α| * ((π / v) ^ 2 / 12) * |α| = (π * α / v) ^ 2 / 12 := by
    calc |α| * ((π / v) ^ 2 / 12) * |α| = (|α| * |α|) * ((π / v) ^ 2 / 12) := by ring
      _ = (π * α / v) ^ 2 / 12 := by rw [abs_mul_abs_self]; ring
  rw [h1, Real.norm_eq_abs, abs_div, div_le_iff₀ (abs_pos.2 hα'), h2,
    abs_of_pos (by linarith)]
  linarith
```

The proof bounds the distance between the quotient and $\pi/(2v)$ by $|\alpha|(\pi/v)^2/12$, and `squeeze_zero'` concludes. The velocity is held fixed throughout. Relative to $\pi/(2v)$ the bound is $\pi|\alpha|/(6v)$, so it guarantees a small relative error when $\pi|\alpha|/v$ is small.

In the last theorem `R` is an arbitrary real function of the coupling, and `hR` assumes that its order-$\alpha$ coefficient is $\pi/(2v)+c$. This hypothesis stands for the outcome of an order-$\alpha$ calculation of the rate in the full theory, which has to be supplied separately.

```lean
/-- If a rate ratio `R` has order-`α` coefficient `π/(2v) + c`, then `R` divided by the density
at the origin has order-`α` coefficient `c`. -/
theorem matching_removes_coulomb_singularity {v c : ℝ} (hv : 0 < v) (R : ℝ → ℝ)
    (hR : Tendsto (fun α => (R α - 1) / α) (𝓝[≠] 0) (𝓝 (π / (2 * v) + c))) :
    Tendsto (fun α => (R α / originDensity α v - 1) / α) (𝓝[≠] 0) (𝓝 c) := by
  have hS := originDensity_first_order hv
  have hid : Tendsto (fun α : ℝ => α) (𝓝[≠] 0) (𝓝 0) :=
    tendsto_id.mono_left nhdsWithin_le_nhds
  -- the density itself tends to one when the interaction is switched off
  have hP : Tendsto (fun α => originDensity α v) (𝓝[≠] 0) (𝓝 1) := by
    have h1 := (hS.mul hid).add_const 1
    rw [mul_zero, zero_add] at h1
    refine h1.congr' ?_
    filter_upwards [self_mem_nhdsWithin] with α hα
    have hα' : α ≠ 0 := hα
    rw [div_mul_cancel₀ _ hα', sub_add_cancel]
  have h2 := (hR.sub hS).div hP one_ne_zero
  rw [add_sub_cancel_left, div_one] at h2
  refine h2.congr' ?_
  filter_upwards [self_mem_nhdsWithin, hP.eventually_ne one_ne_zero] with α hα hne
  have hα' : α ≠ 0 := hα
  change ((R α - 1) / α - (originDensity α v - 1) / α) / originDensity α v
    = (R α / originDensity α v - 1) / α
  field_simp
  ring

end

end SommerfeldMatching
```

The limit `hP` shows that the density tends to one when the interaction is switched off. Then `h2` subtracts the two difference quotients and divides by the density, and the remaining lines identify the result with the quotient for $R/P$ near zero coupling.

For a single S-wave channel with a pure Coulomb interaction, this is the order-$\alpha$ step that removes the Coulomb term $\pi/(2v)$ before the short-distance coefficient is read off. The number `c` belongs to the chosen velocity and may contain relativistic corrections in $v$; the theorem does not say how it behaves as $v\to0$. Bound states, radiation and higher orders in the matching are not treated.

```lean
#print axioms SommerfeldMatching.sommerfeld_bounds
#print axioms SommerfeldMatching.matching_removes_coulomb_singularity
```

```
'SommerfeldMatching.sommerfeld_bounds' depends on axioms: [propext, Classical.choice, Quot.sound]
'SommerfeldMatching.matching_removes_coulomb_singularity' depends on axioms: [propext, Classical.choice, Quot.sound]
```
